# Raman Tensors from One Displaced Geometry When Symmetry Relates Q to −Q

Let $A(Q)$ be a real matrix polarizability along a mode coordinate $Q$, with equilibrium at $Q=0$, and let a matrix $S$ satisfy

$$A(-Q) = S\,A(Q)\,S^T \quad\text{for all } Q .$$

For $h>0$, the estimate

$$D_h = \frac{A(h) - S\,A(h)\,S^T}{2h}$$

uses a single displaced geometry and equals the central difference. If the entries of $A$ are $C^3$ and their third derivatives are bounded by $M$ on $[-h,h]$, each entry of $D_h$ differs from that of the Raman tensor $R=A'(0)$ by at most $Mh^2/6$.

The symmetry relation holds when an operation of the equilibrium structure, represented by an orthogonal $S$, reverses the mode. For a totally symmetric mode no operation does this. The constant $M$ limits how far the polarizability departs from a quadratic function of $Q$. In a finite-difference Raman calculation the relation saves one of the two polarizability evaluations for a mode that is reversed by an operation. The error bound assumes exact values of $A$; numerical noise in them adds a further error.

## Three integrations give the error

By the symmetry relation at $Q=h$, $S A(h) S^T = A(-h)$, so

$$D_h = \frac{A(h)-A(-h)}{2h}.$$

Fix an entry $f(Q)=A_{ij}(Q)$ and remove the linear term from twice its odd part:

$$g(t) = f(t)-f(-t)-2f'(0)\,t .$$

Its derivatives are

$$g'(t)=f'(t)+f'(-t)-2f'(0),\qquad g''(t)=f''(t)-f''(-t),\qquad g'''(t)=f'''(t)+f'''(-t).$$

Thus $g(0)=g'(0)=g''(0)=0$, and $|g'''(t)|\le 2M$ on $[0,h]$. Integrating from zero three times gives

$$|g''(t)|\le 2Mt,\qquad |g'(t)|\le Mt^2,\qquad |g(t)|\le \tfrac13 Mt^3 .$$

Since $g(h) = 2h\,\big((D_h)_{ij}-R_{ij}\big)$, division by $2h$ yields the bound $Mh^2/6$.

## Sign change and trace

Differentiating the symmetry relation at $Q=0$ gives $-R = S R S^T$. The estimate obeys the same rule without error. Applying the relation twice gives $S\,(S A(h) S^T)\,S^T = A(h)$, hence

$$S D_h S^T = \frac{S A(h) S^T - A(h)}{2h} = -D_h .$$

If $S^TS=1$, cyclicity of the trace gives $\operatorname{tr}(SRS^T)=\operatorname{tr}(S^TSR)=\operatorname{tr}R$. The sign change then forces $\operatorname{tr}R=-\operatorname{tr}R=0$, and likewise $\operatorname{tr}D_h=0$. For inversion, $S=-1$, the rule reads $R=-R$, so $R=0$.

## A shear mode at h = 0.1

Take the mirror $S=\operatorname{diag}(1,-1)$ and

$$A(Q)=\begin{pmatrix}1 & Q+Q^3\\ Q+Q^3 & 1\end{pmatrix}.$$

Conjugation by $S$ reverses the off-diagonal entries, as does $Q\to -Q$. The matrix is positive definite, as a static ground-state polarizability must be, only while $|Q+Q^3|<1$; beyond that range the example is purely mathematical. At $h=0.1$ the off-diagonal entry is $0.101$, so

$$D_{0.1}=\frac{1}{0.2}\begin{pmatrix}0&0.202\\0.202&0\end{pmatrix}=\begin{pmatrix}0&1.01\\1.01&0\end{pmatrix},\qquad R=\begin{pmatrix}0&1\\1&0\end{pmatrix}.$$

The third derivative of $Q+Q^3$ is $6$. With $M=6$ the bound is $6\cdot0.01/6=0.01$, which is exactly the off-diagonal error.

## Polarizability, Raman tensor and estimate in Lean

Matrix indices range over a finite type `n`; three elements give the Cartesian case.

```lean
import Mathlib

open Matrix Set

namespace RamanSingleDisplacement

noncomputable section

variable {n : Type*} [Fintype n]
```

The symmetry is a hypothesis on the function `A`. It is not derived from a molecular structure, and `S` may be any real matrix until a theorem asks for more.

```lean
/-- The polarizability at `-Q` is the polarizability at `Q` transformed by the matrix `S`. -/
def SymmetryRelated (S : Matrix n n ℝ) (A : ℝ → Matrix n n ℝ) : Prop :=
  ∀ Q, A (-Q) = S * A Q * Sᵀ
```

The Raman tensor collects the derivatives of the entries at $Q=0$. It carries no mode normalisation or intensity prefactor.

```lean
/-- The Raman tensor: the entrywise derivative of the polarizability along the mode
coordinate, at the equilibrium geometry `Q = 0`. -/
def ramanTensor (A : ℝ → Matrix n n ℝ) : Matrix n n ℝ :=
  Matrix.of fun i j => deriv (fun Q => A Q i j) 0
```

The estimate receives the matrix `a`, not the function `A`, so its type shows that only one polarizability enters.

```lean
/-- The estimate `(a - S a Sᵀ) / (2h)` of the Raman tensor from the polarizability `a` at
a single displacement `h ≠ 0`. -/
def singleDisplacement (S a : Matrix n n ℝ) (h : ℝ) : Matrix n n ℝ :=
  (1 / (2 * h)) • (a - S * a * Sᵀ)
```

The next theorem identifies it with the central difference, in a form multiplied through by $2h$. The proof cancels $2h$ against its inverse and rewrites $A(-h)$ by the symmetry relation.

```lean
/-- For a symmetry-related polarizability and `h ≠ 0`, the single-displacement estimate
times `2h` is the difference of the polarizabilities at `h` and `-h`. -/
theorem singleDisplacement_eq_central {S : Matrix n n ℝ} {A : ℝ → Matrix n n ℝ} {h : ℝ}
    (hA : SymmetryRelated S A) (hh : h ≠ 0) :
    (2 * h) • singleDisplacement S (A h) h = A h - A (-h) := by
  have h2 : 2 * h * (1 / (2 * h)) = 1 := mul_one_div_cancel (mul_ne_zero two_ne_zero hh)
  rw [singleDisplacement, smul_smul, h2, one_smul, hA h]
```

## The error bound in Lean

One integration step is isolated as a lemma: if $u$ is differentiable on the real line, $u(0)=0$ and $|u'(x)|\le c\,x^k$ on $[0,h]$, then $|u(x)|\le c\,x^{k+1}/(k+1)$ there. No integral is formed. A Mathlib comparison theorem keeps $|u|$ below a function that starts at zero and has derivative $c\,x^k$.

```lean
/-- A function that is differentiable on the real line, vanishes at zero and has a derivative
bounded in absolute value by `c x^k` on `[0, h]` is itself bounded there by `c x^(k+1) / (k+1)`. -/
theorem abs_le_of_deriv_le {u u' : ℝ → ℝ} {c h : ℝ} (k : ℕ)
    (hu : ∀ x, HasDerivAt u (u' x) x) (h0 : u 0 = 0)
    (hb : ∀ x ∈ Icc 0 h, |u' x| ≤ c * x ^ k) :
    ∀ x ∈ Icc 0 h, |u x| ≤ c / ((k : ℝ) + 1) * x ^ (k + 1) := by
  intro x hx
  have hB : ∀ y : ℝ, HasDerivAt (fun y : ℝ => c / ((k : ℝ) + 1) * y ^ (k + 1))
      (c * y ^ k) y := by
    intro y
    have hk : (k : ℝ) + 1 ≠ 0 := by positivity
    refine ((hasDerivAt_pow (k + 1) y).const_mul (c / ((k : ℝ) + 1))).congr_deriv ?_
    simp only [Nat.add_sub_cancel]
    push_cast
    field_simp
  exact image_norm_le_of_norm_deriv_right_le_deriv_boundary (f := u) (f' := u')
    (fun y _ => (hu y).continuousAt.continuousWithinAt)
    (fun y _ => (hu y).hasDerivWithinAt) (by simp [h0]) hB
    (fun y hy => hb y ⟨hy.1, hy.2.le⟩) hx
```

In the main theorem, `hC` requires $C^3$ entries on the whole real line, while `hM` bounds the third derivatives only on $[-h,h]$. Orthogonality of $S$ does not appear.

The proof names the entry `f`. The facts `d0`, `d1` and `d2` supply its successive derivatives, and `r` is the chain rule for $t\mapsto F(-t)$. Then `s2`, `s1` and `s0` apply the lemma with $k=0,1,2$ and bound $g''$, $g'$ and $g$ in turn. Finally `e3` writes $g(h)$ as $2h$ times the error, and the positive factor $2h$ is cancelled.

```lean
/-- For a symmetry-related polarizability with C³ entries whose third derivatives are bounded
by `M` on `[-h, h]`, `h > 0`, each entry of the single-displacement estimate differs from the
Raman tensor by at most `M h² / 6`. -/
theorem singleDisplacement_error {S : Matrix n n ℝ} {A : ℝ → Matrix n n ℝ} {M h : ℝ}
    (hA : SymmetryRelated S A) (hC : ∀ i j, ContDiff ℝ 3 fun Q => A Q i j) (hh : 0 < h)
    (hM : ∀ i j, ∀ Q ∈ Icc (-h) h, |iteratedDeriv 3 (fun Q => A Q i j) Q| ≤ M) (i j : n) :
    |singleDisplacement S (A h) h i j - ramanTensor A i j| ≤ M * h ^ 2 / 6 := by
  have hc : 2 * h * singleDisplacement S (A h) h i j = A h i j - A (-h) i j :=
    congrFun (congrFun (singleDisplacement_eq_central hA hh.ne') i) j
  have hR : ramanTensor A i j = deriv (fun Q => A Q i j) 0 := rfl
  obtain ⟨f, hf⟩ : ∃ f : ℝ → ℝ, f = fun Q => A Q i j := ⟨_, rfl⟩
  have hfC : ContDiff ℝ 3 f := by rw [hf]; exact hC i j
  have hfM : ∀ Q ∈ Icc (-h) h, |iteratedDeriv 3 f Q| ≤ M := by rw [hf]; exact hM i j
  have e1 : A h i j = f h := by rw [hf]
  have e2 : A (-h) i j = f (-h) := by rw [hf]
  rw [← hf] at hR
  rw [e1, e2] at hc
  -- derivatives of the entry, and of its mirror image
  have hd : ∀ k : ℕ, k < 3 → ∀ x,
      HasDerivAt (iteratedDeriv k f) (iteratedDeriv (k + 1) f x) x := by
    intro k hk x
    rw [iteratedDeriv_succ]
    exact (hfC.differentiable_iteratedDeriv k (by exact_mod_cast hk) x).hasDerivAt
  have d0 : ∀ x, HasDerivAt f (deriv f x) x := fun x =>
    (hfC.differentiable (by norm_num) x).hasDerivAt
  have d1 : ∀ x, HasDerivAt (deriv f) (iteratedDeriv 2 f x) x := by
    intro x
    have h1 := hd 1 (by norm_num) x
    rw [iteratedDeriv_one] at h1
    exact h1
  have d2 : ∀ x, HasDerivAt (iteratedDeriv 2 f) (iteratedDeriv 3 f x) x :=
    hd 2 (by norm_num)
  have r : ∀ F F' : ℝ → ℝ, (∀ x, HasDerivAt F (F' x) x) →
      ∀ x, HasDerivAt (fun t => F (-t)) (-F' (-x)) x := by
    intro F F' hF x
    have h1 := (hF (-x)).comp x (hasDerivAt_neg x)
    rw [mul_neg_one] at h1
    exact h1
  -- integrate the bound on the third derivative three times
  have s2 := abs_le_of_deriv_le (u := fun t => iteratedDeriv 2 f t - iteratedDeriv 2 f (-t))
    (u' := fun t => iteratedDeriv 3 f t + iteratedDeriv 3 f (-t)) (c := 2 * M) (h := h) 0
    (fun x => ((d2 x).fun_sub (r _ _ d2 x)).congr_deriv (by ring)) (by simp)
    (fun x hx => by
      have a1 := hfM x ⟨by linarith [hx.1], hx.2⟩
      have a2 := hfM (-x) ⟨by linarith [hx.2], by linarith [hx.1]⟩
      have a3 := abs_add_le (iteratedDeriv 3 f x) (iteratedDeriv 3 f (-x))
      rw [pow_zero, mul_one]
      linarith)
  have s1 := abs_le_of_deriv_le (u := fun t => deriv f t + deriv f (-t) - 2 * deriv f 0) _
    (fun x => (((d1 x).fun_add (r _ _ d1 x)).sub_const (2 * deriv f 0)).congr_deriv
      (by ring)) (by rw [neg_zero]; ring) s2
  have s0 := abs_le_of_deriv_le (u := fun t => f t - f (-t) - 2 * deriv f 0 * t) _
    (fun x => (((d0 x).fun_sub (r _ _ d0 x)).fun_sub
      ((hasDerivAt_id' x).const_mul (2 * deriv f 0))).congr_deriv (by ring))
    (by rw [neg_zero]; ring) s1 h ⟨hh.le, le_rfl⟩
  -- divide by the total displacement
  have e3 : f h - f (-h) - 2 * deriv f 0 * h =
      2 * h * (singleDisplacement S (A h) h i j - ramanTensor A i j) := by
    rw [hR]
    linear_combination -hc
  have h2 : 0 < 2 * h := by linarith
  refine le_of_mul_le_mul_left ?_ h2
  rw [← abs_of_pos h2, ← abs_mul, abs_of_pos h2, ← e3]
  refine s0.trans (le_of_eq ?_)
  push_cast
  ring
```

## Selection rules in Lean

For the sign change of $R$, differentiability of the entries at equilibrium is enough. The proof differentiates $A(-Q)_{ij}$ by the chain rule and $(S A(Q) S^T)_{ij}$ as a finite double sum. These are the same function, so the two derivatives agree.

```lean
/-- Selection rule: if the entries of a symmetry-related polarizability are differentiable at
equilibrium, the Raman tensor changes sign under the transformation by `S`. -/
theorem ramanTensor_odd {S : Matrix n n ℝ} {A : ℝ → Matrix n n ℝ} (hA : SymmetryRelated S A)
    (hD : ∀ i j, DifferentiableAt ℝ (fun Q => A Q i j) 0) :
    S * ramanTensor A * Sᵀ = -ramanTensor A := by
  ext i j
  have hR : ∀ k l, HasDerivAt (fun Q => A Q k l) (ramanTensor A k l) 0 :=
    fun k l => (hD k l).hasDerivAt
  have h0 : HasDerivAt (fun Q => A Q i j) (ramanTensor A i j) (-(0 : ℝ)) := by
    rw [neg_zero]; exact hR i j
  have h1 := h0.comp (0 : ℝ) (hasDerivAt_neg (0 : ℝ))
  rw [mul_neg_one] at h1
  have h2 : HasDerivAt (fun Q => (S * A Q * Sᵀ) i j) ((S * ramanTensor A * Sᵀ) i j) 0 := by
    simp only [Matrix.mul_apply]
    exact HasDerivAt.fun_sum fun l _ =>
      (HasDerivAt.fun_sum fun k _ => (hR k l).const_mul (S i k)).mul_const (Sᵀ l j)
  have h3 : (fun Q => (S * A Q * Sᵀ) i j) = fun Q => A (-Q) i j :=
    funext fun Q => by rw [hA Q]
  rw [h3] at h2
  exact h2.unique h1
```

The rule for the estimate needs no smoothness. In the proof, `h2` is the double application of the symmetry relation. The statement includes $h=0$, where Lean's division makes the estimate zero.

```lean
/-- The single-displacement estimate from a symmetry-related polarizability changes sign
under the transformation by `S`, exactly and at every step `h`. -/
theorem singleDisplacement_odd {S : Matrix n n ℝ} {A : ℝ → Matrix n n ℝ}
    (hA : SymmetryRelated S A) (h : ℝ) :
    S * singleDisplacement S (A h) h * Sᵀ = -singleDisplacement S (A h) h := by
  -- two reflections of the mode coordinate restore the geometry
  have h2 : S * (S * A h * Sᵀ) * Sᵀ = A h := by rw [← hA h, ← hA (-h), neg_neg]
  rw [singleDisplacement, Matrix.mul_smul, Matrix.smul_mul, Matrix.mul_sub, Matrix.sub_mul,
    h2, ← smul_neg, neg_sub]
```

Orthogonality enters with the trace, as the hypothesis `Sᵀ * S = 1`.

```lean
/-- A tensor that changes sign under an orthogonal transformation has zero trace. -/
theorem trace_eq_zero_of_odd [DecidableEq n] {S R : Matrix n n ℝ} (hS : Sᵀ * S = 1)
    (hR : S * R * Sᵀ = -R) : R.trace = 0 := by
  have h1 : (S * R * Sᵀ).trace = R.trace := by
    rw [Matrix.trace_mul_comm, ← Matrix.mul_assoc, hS, Matrix.one_mul]
  rw [hR, Matrix.trace_neg] at h1
  linarith
```

Applied to both tensors, this lemma shows that neither has an isotropic part. The estimate therefore introduces no spurious trace at any finite step.

```lean
/-- If `S` is orthogonal and the entries of the symmetry-related polarizability are
differentiable at equilibrium, the Raman tensor and its single-displacement estimate
both have zero trace. -/
theorem raman_traceless [DecidableEq n] {S : Matrix n n ℝ} {A : ℝ → Matrix n n ℝ}
    (hS : Sᵀ * S = 1) (hA : SymmetryRelated S A)
    (hD : ∀ i j, DifferentiableAt ℝ (fun Q => A Q i j) 0) (h : ℝ) :
    (ramanTensor A).trace = 0 ∧ (singleDisplacement S (A h) h).trace = 0 :=
  ⟨trace_eq_zero_of_odd hS (ramanTensor_odd hA hD),
    trace_eq_zero_of_odd hS (singleDisplacement_odd hA h)⟩
```

For inversion, the sign rule reduces to $R=-R$ in each entry. A mode that is odd under inversion thus has no first-order Raman tensor in this model; infrared activity, the other half of the mutual exclusion rule, concerns the dipole moment.

```lean
/-- If inversion, `S = -1`, relates the polarizabilities at `Q` and `-Q`, and their entries are
differentiable at equilibrium, the Raman tensor vanishes. -/
theorem ramanTensor_eq_zero_of_inversion [DecidableEq n] {A : ℝ → Matrix n n ℝ}
    (hA : SymmetryRelated (-1) A) (hD : ∀ i j, DifferentiableAt ℝ (fun Q => A Q i j) 0) :
    ramanTensor A = 0 := by
  have h1 := ramanTensor_odd hA hD
  simp only [Matrix.transpose_neg, Matrix.transpose_one, neg_mul, one_mul, mul_neg, mul_one,
    neg_neg] at h1
  ext i j
  have h2 : ramanTensor A i j = -ramanTensor A i j := congrFun (congrFun h1 i) j
  rw [Matrix.zero_apply]
  linarith
```

## A mode that attains the bound

The worked example is now defined in Lean, where the two axes are numbered 0 and 1.

```lean
/-- The mirror that reverses the second axis of the plane. -/
def mirror : Matrix (Fin 2) (Fin 2) ℝ := !![1, 0; 0, -1]

/-- A planar polarizability whose off-diagonal entries are `Q + Q³`. -/
def shearMode (Q : ℝ) : Matrix (Fin 2) (Fin 2) ℝ := !![1, Q + Q ^ 3; Q + Q ^ 3, 1]
```

The last theorem verifies every hypothesis for this mode with $M=6$ and shows that the error in entry $(0,1)$ equals $6h^2/6$ for every $h>0$. The factor $1/6$ in the general bound is therefore the best possible.

In the proof, `e1`, `e2` and `e3` differentiate $Q+Q^3$ three times, and the matrix conditions are checked entry by entry. The values `hr` and `hv` are $R_{01}=1$ and $(D_h)_{01}=1+h^2$, whose difference is $h^2$.

```lean
/-- The shear mode with the orthogonal mirror is symmetry-related, has C³ entries with third
derivatives bounded by `6`, and its off-diagonal error equals `6 h² / 6` for every `h > 0`. -/
theorem singleDisplacement_error_witness :
    mirrorᵀ * mirror = 1 ∧ SymmetryRelated mirror shearMode ∧
    (∀ i j, ContDiff ℝ 3 fun Q => shearMode Q i j) ∧
    (∀ i j Q, |iteratedDeriv 3 (fun Q => shearMode Q i j) Q| ≤ 6) ∧
    ∀ h : ℝ, 0 < h → |singleDisplacement mirror (shearMode h) h 0 1
      - ramanTensor shearMode 0 1| = 6 * h ^ 2 / 6 := by
  have hs : SymmetryRelated mirror shearMode := by
    intro Q
    ext i j
    fin_cases i <;> fin_cases j <;>
      simp [mirror, shearMode, Matrix.mul_apply, Fin.sum_univ_succ] <;> ring
  have e1 : deriv (fun Q : ℝ => Q + Q ^ 3) = fun Q => 1 + 3 * Q ^ 2 := funext fun x =>
    (((hasDerivAt_id' x).fun_add (hasDerivAt_pow 3 x)).congr_deriv (by norm_num)).deriv
  have e2 : deriv (fun Q : ℝ => 1 + 3 * Q ^ 2) = fun Q => 6 * Q := funext fun x =>
    ((((hasDerivAt_pow 2 x).const_mul 3).const_add 1).congr_deriv
      (by norm_num; ring)).deriv
  have e3 : deriv (fun Q : ℝ => 6 * Q) = fun _ => 6 := funext fun x =>
    (((hasDerivAt_id' x).const_mul 6).congr_deriv (by norm_num)).deriv
  have c1 : ∀ Q : ℝ, |iteratedDeriv 3 (fun Q : ℝ => Q + Q ^ 3) Q| ≤ 6 := by
    intro Q
    rw [iteratedDeriv_succ, iteratedDeriv_succ, iteratedDeriv_one, e1, e2, e3]
    norm_num
  have c0 : ∀ Q : ℝ, |iteratedDeriv 3 (fun _ : ℝ => (1 : ℝ)) Q| ≤ 6 := by
    intro Q
    simp [iteratedDeriv_const]
  have p1 : ContDiff ℝ 3 (fun Q : ℝ => Q + Q ^ 3) := by fun_prop
  have p0 : ContDiff ℝ 3 (fun _ : ℝ => (1 : ℝ)) := contDiff_const
  refine ⟨?_, hs, ?_, ?_, ?_⟩
  · ext i j
    fin_cases i <;> fin_cases j <;> simp [mirror, Matrix.mul_apply, Fin.sum_univ_succ]
  · intro i j
    fin_cases i <;> fin_cases j
    exacts [p0, p1, p1, p0]
  · intro i j
    fin_cases i <;> fin_cases j
    exacts [c0, c1, c1, c0]
  · intro h hh
    have hr : ramanTensor shearMode 0 1 = 1 := by
      change deriv (fun Q : ℝ => Q + Q ^ 3) 0 = 1
      rw [e1]
      norm_num
    have hc : 2 * h * singleDisplacement mirror (shearMode h) h 0 1
        = (h + h ^ 3) - (-h + (-h) ^ 3) :=
      congrFun (congrFun (singleDisplacement_eq_central hs hh.ne') 0) 1
    have hv : singleDisplacement mirror (shearMode h) h 0 1 = 1 + h ^ 2 :=
      mul_left_cancel₀ (mul_ne_zero two_ne_zero hh.ne') (by linear_combination hc)
    rw [hr, hv, add_sub_cancel_left, abs_of_nonneg (sq_nonneg h)]
    ring

end

end RamanSingleDisplacement
```

```lean
#print axioms RamanSingleDisplacement.singleDisplacement_error
-- 'RamanSingleDisplacement.singleDisplacement_error' depends on axioms: [propext, Classical.choice, Quot.sound]
#print axioms RamanSingleDisplacement.ramanTensor_odd
-- 'RamanSingleDisplacement.ramanTensor_odd' depends on axioms: [propext, Classical.choice, Quot.sound]
#print axioms RamanSingleDisplacement.raman_traceless
-- 'RamanSingleDisplacement.raman_traceless' depends on axioms: [propext, Classical.choice, Quot.sound]
#print axioms RamanSingleDisplacement.ramanTensor_eq_zero_of_inversion
-- 'RamanSingleDisplacement.ramanTensor_eq_zero_of_inversion' depends on axioms: [propext, Classical.choice, Quot.sound]
```
